# With N Orbitals for N Pairs, the Geminal Determinant Is a Constant Times the Product of Two Slater Determinants

A variational Monte Carlo run with a geminal wave function can be started from a Slater-determinant state in which the up and the down electrons occupy the same $N$ spatial orbitals. One puts these $N$ orbitals into the pairing function, gives each a nonzero amplitude, and lets the optimisation add further orbitals later. The step relies on the initial geminal determinant being, up to a constant factor, the product of the up and the down Slater determinant. This holds when the number of orbitals in the pairing function equals the number of pairs and both spins use the same orbitals.

## The factorisation by hand

Let $r_0,\dots,r_{N-1}$ be the positions of the up particles and $s_0,\dots,s_{N-1}$ those of the down particles. Take $N$ orbitals $\varphi_k$ and $N$ amplitudes $\lambda_k$, with $k=0,\dots,N-1$, and form the pairing function

$$f(r,s)=\sum_{k}\lambda_k\,\varphi_k(r)\,\varphi_k(s).$$

The claim is

$$\det\big[f(r_i,s_j)\big]=\Big(\prod_k\lambda_k\Big)\,\det\big[\varphi_k(r_i)\big]\,\det\big[\varphi_k(s_j)\big].$$

It is convenient to start from a more general pairing function, with a full coefficient matrix $L$ and separate orbitals $\chi_l$ for the down particles:

$$f(r,s)=\sum_{l}\sum_{k}\varphi_k(r)\,L_{kl}\,\chi_l(s).$$

Write $A_{ik}=\varphi_k(r_i)$ and $B_{jl}=\chi_l(s_j)$. Then

$$f(r_i,s_j)=\sum_{l}\Big(\sum_k A_{ik}L_{kl}\Big)B_{jl}=(A\,L\,B^{T})_{ij}.$$

All three matrices are $N\times N$, because there are as many orbitals as pairs. The determinant of a product of square matrices is the product of the determinants, and transposition does not change a determinant, so

$$\det\big[f(r_i,s_j)\big]=\det L\,\det A\,\det B.$$

The original pairing function is the case $\chi_k=\varphi_k$ and $L=\mathrm{diag}(\lambda_0,\dots,\lambda_{N-1})$, for which $\det L=\prod_k\lambda_k$. This proves the claim.

The determinants here carry no normalisation. With Slater determinants $D=\det[\varphi_k(r_i)]/\sqrt{N!}$, which are normalised for orthonormal orbitals, the right-hand side reads $N!\,\prod_k\lambda_k\,D_\uparrow D_\downarrow$.

**One pair.** For $N=1$ both sides are $\lambda_0\,\varphi_0(r_0)\,\varphi_0(s_0)$: a single pair in a single orbital is already a product.

**Two pairs in numbers.** Take positions in the interval $[0,4]$, $\varphi_0(x)=1$, $\varphi_1(x)=x$, $\lambda_0=2$ and $\lambda_1=3$, so that $f(r,s)=2+3rs$. For $r=(1,2)$ and $s=(1,3)$,

$$\det\begin{pmatrix}5&11\\8&20\end{pmatrix}=100-88=12.$$

The two Slater determinants are $2-1=1$ and $3-1=2$, and the product of the amplitudes is $6$. The right-hand side is $6\cdot1\cdot2=12$.

## Nodes, and what happens with fewer or more orbitals

Suppose the pairing function has exactly $N$ orbitals and the amplitudes are nonzero real or complex numbers. Their product is then nonzero, so the geminal determinant vanishes exactly when one of the two Slater determinants does. Changing the amplitudes among nonzero values rescales the wave function and leaves its nodes in place.

Now let the pairing function contain only $M<N$ orbitals. Add $N-M$ orbitals that are identically zero, each with amplitude zero. The pairing function is unchanged, but it now has $N$ orbitals, so the factorisation applies. The product of the amplitudes contains a zero, and the geminal determinant vanishes at all positions.

With one orbital more than pairs, the factorisation can fail, and a lattice example shows it. Let there be $N=n+1$ pairs on $n+2$ sites, numbered $0,\dots,n+1$. Use all $n+2$ site orbitals, each equal to one on its own site and zero elsewhere, with unit amplitudes. The pairing function is then $f(x,y)=\delta_{xy}$.

Suppose the geminal determinant were $g(r)\,h(s)$ for some functions $g$ and $h$ of the up and the down configuration. Let $a=(0,1,\dots,n)$, which omits the last site, and $b=(1,2,\dots,n+1)$, which omits the first.

- If the up and the down particles are both in configuration $a$, the matrix $f(a_i,a_j)$ is the identity, so $g(a)h(a)=1$. In the same way $g(b)h(b)=1$.
- If the up particles are in $a$ and the down particles in $b$, the first up particle sits on site $0$, where there is no down particle. The first row of the matrix is zero, so $g(a)h(b)=0$.

Multiplying and regrouping gives

$$1=g(a)h(a)\,g(b)h(b)=g(a)h(b)\,g(b)h(a)=0,$$

a contradiction. The example does not say that every additional orbital destroys the product form; an orbital added with amplitude zero changes nothing.

## Orbitals, pairing functions and determinants in Lean

The values of orbitals and amplitudes lie in a commutative ring `R`, which includes the real and the complex numbers. Positions lie in an arbitrary type `X`: points in space, lattice sites, or anything else. The orbitals need not be orthogonal, normalised or linearly independent.

```lean
import Mathlib

open Matrix

namespace GeminalSlaterFactorization

variable {R X : Type*} [CommRing R] {M N : ℕ}
```

A configuration of $N$ particles of one spin is a function `r : Fin N → X`, and `Fin N` is the index set $\{0,\dots,N-1\}$. In the Slater determinant the row index `i` counts particles and the column index `k` counts orbitals. There is no factor $1/\sqrt{N!}$.

```lean
/-- The Slater determinant of the orbitals `phi k` at the positions `r i`. -/
def slater (phi : Fin N → X → R) (r : Fin N → X) : R :=
  (Matrix.of fun i k => phi k (r i)).det
```

The pairing function has its own number of orbitals `M`, which allows it to differ from the number of pairs. The second factor is $\varphi_k(s)$ without complex conjugation.

```lean
/-- The pairing function `f(r,s) = ∑ k, lam k * phi k r * phi k s` with amplitudes `lam k`. -/
def pairing (lam : Fin M → R) (phi : Fin M → X → R) (r s : X) : R :=
  ∑ k, lam k * phi k r * phi k s
```

The general version has the coefficient matrix `L` and separate orbitals `phi` and `chi`. A pairing function with conjugated orbitals for the down particles is of this kind, with `chi` chosen as the conjugates of `phi`.

```lean
/-- The pairing function with a full coefficient matrix `L`, with orbitals `phi` for the up
particle and `chi` for the down particle. -/
def generalPairing (L : Matrix (Fin M) (Fin M) R) (phi chi : Fin M → X → R) (r s : X) : R :=
  ∑ l, ∑ k, phi k r * L k l * chi l s
```

The geminal determinant takes any two-particle function `f`. Spin appears only through the split into two lists of positions, `r` for up and `s` for down, of equal length. Unpaired electrons, pairing between equal spins and correlation factors multiplying the determinant are not part of the model.

```lean
/-- The geminal determinant `det f(r i, s j)` of `N` up particles at `r` and `N` down particles
at `s`. -/
def geminalDet (f : X → X → R) (r s : Fin N → X) : R :=
  (Matrix.of fun i j => f (r i) (s j)).det
```

## The product of three matrices

The next theorem is the identity $\det[f(r_i,s_j)]=\det L\,\det A\,\det B$. The number of orbitals is now `N`, the same as the number of pairs, and this is the only restriction.

The auxiliary statement `h` is the matrix equation $F=A\,L\,B^{T}$, where $F_{ij}=f(r_i,s_j)$. It is checked entry by entry: expanding the matrix products and distributing the last factor over the inner sum gives the double sum in the definition. The rewriting with `Matrix.det_mul`, used twice, and `Matrix.det_transpose` then splits the determinant, and `ring` puts the three factors in the stated order.

```lean
/-- For a full coefficient matrix on `N` up and `N` down orbitals, the geminal determinant of
`N` pairs is the determinant of the coefficients times the two Slater determinants. -/
theorem geminalDet_generalPairing (L : Matrix (Fin N) (Fin N) R) (phi chi : Fin N → X → R)
    (r s : Fin N → X) :
    geminalDet (generalPairing L phi chi) r s = L.det * slater phi r * slater chi s := by
  -- the matrix of pair amplitudes is a product of three square matrices
  have h : (Matrix.of fun i j => generalPairing L phi chi (r i) (s j)) =
      (Matrix.of fun i k => phi k (r i)) * L * (Matrix.of fun j l => chi l (s j))ᵀ := by
    ext i j
    simp only [Matrix.mul_apply, Matrix.of_apply, Matrix.transpose_apply, Finset.sum_mul,
      generalPairing]
  unfold geminalDet slater
  rw [h, Matrix.det_mul, Matrix.det_mul, Matrix.det_transpose]
  ring
```

To reach the pairing function with amplitudes $\lambda_k$, one identifies it with the general one for a diagonal coefficient matrix. For fixed `l`, the inner sum over `k` keeps only the term `k = l`, since all off-diagonal coefficients vanish. This lemma holds for any number `M` of orbitals.

```lean
/-- The pairing function with amplitudes `lam k` is the general one with a diagonal coefficient
matrix and the same orbitals for both spins. -/
theorem pairing_eq_generalPairing (lam : Fin M → R) (phi : Fin M → X → R) :
    pairing lam phi = generalPairing (Matrix.diagonal lam) phi phi := by
  funext r s
  unfold pairing generalPairing
  refine Finset.sum_congr rfl fun l _ => ?_
  rw [Finset.sum_eq_single l]
  · rw [Matrix.diagonal_apply_eq]
    ring
  · intro k _ hk
    rw [Matrix.diagonal_apply_ne _ hk]
    ring
  · intro h
    exact absurd (Finset.mem_univ l) h
```

The factorisation follows by combining the two results with the determinant of a diagonal matrix. It holds for all orbitals, amplitudes and positions, including configurations with two particles of the same spin at one position, where both sides are zero. For `N = 0` the determinants and the product are empty, and both sides equal one.

```lean
/-- With exactly `N` orbitals in the pairing function, the geminal determinant of `N` pairs is
the product of the amplitudes times the up and the down Slater determinant. -/
theorem geminalDet_pairing (lam : Fin N → R) (phi : Fin N → X → R) (r s : Fin N → X) :
    geminalDet (pairing lam phi) r s = (∏ k, lam k) * slater phi r * slater phi s := by
  rw [pairing_eq_generalPairing, geminalDet_generalPairing, Matrix.det_diagonal]
```

## Zeros of the geminal determinant

The statement about nodes needs two hypotheses. `IsDomain R` says that a product vanishes only if one of its factors does, which is true for real and complex numbers but not in every commutative ring. `hlam` says that every amplitude is nonzero, so that each of the $N$ orbitals takes part in the pairing.

The proof first shows that the product of the amplitudes is nonzero. It then replaces the geminal determinant by the factorised form and splits the condition for a zero product into its factors. In a fixed-node calculation for this model, with exactly $N$ orbitals shared by both spins, the geminal determinant therefore imposes the same nodes as the product of Slater determinants.

```lean
/-- Over an integral domain and with `N` nonzero amplitudes, the geminal determinant of `N` pairs
vanishes exactly where the up or the down Slater determinant vanishes. -/
theorem geminalDet_eq_zero_iff [IsDomain R] (lam : Fin N → R) (hlam : ∀ k, lam k ≠ 0)
    (phi : Fin N → X → R) (r s : Fin N → X) :
    geminalDet (pairing lam phi) r s = 0 ↔ slater phi r = 0 ∨ slater phi s = 0 := by
  have hp : (∏ k, lam k) ≠ 0 := Finset.prod_ne_zero_iff.mpr fun k _ => hlam k
  rw [geminalDet_pairing, mul_eq_zero, mul_eq_zero]
  simp only [hp, false_or]
```

For `M < N` the proof follows the padding argument. It writes $N=M+(d+1)$, so that at least one orbital is missing, and uses `Fin.append` to attach $d+1$ zero orbitals with zero amplitudes. The step `h` splits the longer sum into the old part and the new part, which vanishes. The step `hz` splits the product of amplitudes in the same way and finds a zero in it. The factorisation theorem then gives the result over any commutative ring, without an argument about matrix rank.

```lean
/-- With fewer orbitals than pairs, the geminal determinant vanishes at all positions. -/
theorem geminalDet_eq_zero_of_lt (hMN : M < N) (lam : Fin M → R) (phi : Fin M → X → R)
    (r s : Fin N → X) : geminalDet (pairing lam phi) r s = 0 := by
  obtain ⟨d, hd⟩ : ∃ d, N = M + (d + 1) := ⟨N - M - 1, by omega⟩
  subst hd
  -- pad the orbital list with identically zero orbitals of zero amplitude
  have h : pairing lam phi =
      pairing (Fin.append lam (fun _ : Fin (d + 1) => (0 : R)))
        (Fin.append phi (fun (_ : Fin (d + 1)) (_ : X) => (0 : R))) := by
    funext x y
    simp [pairing, Fin.sum_univ_add]
  -- the product of amplitudes now contains a zero
  have hz : (∏ k, Fin.append lam (fun _ : Fin (d + 1) => (0 : R)) k) = 0 := by
    simp [Fin.prod_univ_add]
  rw [h, geminalDet_pairing, hz, zero_mul, zero_mul]
```

## Site orbitals and the loss of the product form

On a lattice of `M` sites the position type is `Fin M` itself, and `siteOrbital R k` is the orbital localised on site `k`.

```lean
/-- The orbital localised on the lattice site `k`: one on that site and zero elsewhere. -/
def siteOrbital (R : Type*) [CommRing R] (k x : Fin M) : R :=
  if x = k then 1 else 0
```

With unit amplitudes, the sum over all site orbitals leaves only the orbital on the site `x` of the up particle. Its value at `y` is one if the down particle is on the same site and zero otherwise, which is $f(x,y)=\delta_{xy}$. Physically, each pair sits on a single site, with equal amplitude for every site.

```lean
/-- Pairing all site orbitals with unit amplitude gives one when both particles share a site and
zero otherwise. -/
theorem pairing_siteOrbital (x y : Fin M) :
    pairing (fun _ => (1 : R)) (siteOrbital R) x y = if x = y then 1 else 0 := by
  unfold pairing siteOrbital
  rw [Finset.sum_eq_single x]
  · by_cases h : x = y
    · simp [h]
    · simp [h, Ne.symm h]
  · intro k _ hk
    simp [Ne.symm hk]
  · intro h
    exact absurd (Finset.mem_univ x) h
```

The last theorem treats $n+1$ pairs on $n+2$ sites, so there is always at least one pair. For $n=0$ it says that the $2\times2$ identity matrix, as a function of row and column, is not a product of a function of the row and a function of the column. The functions `g` and `h` are arbitrary; they need not be determinants or antisymmetric. The hypothesis `Nontrivial R` ensures that one and zero are different, which the contradiction requires.

In the proof, `hself` shows that $g(r)h(r)=1$ for every configuration `r` in which no two particles of the same spin share a site, because the matrix is then the identity. The configurations $a$ and $b$ are `Fin.castSucc`, which sends $i$ to site $i$, and `Fin.succ`, which sends $i$ to site $i+1$. The step `h3` finds the zero row and obtains $g(a)h(b)=0$, and the `calc` block is the regrouping that leads to $1=0$.

```lean
/-- Over a nontrivial ring, for `n + 1` pairs and one orbital more than pairs, namely the site
orbitals of `n + 2` sites with unit amplitudes, the geminal determinant is not a product of a
function of the up positions and a function of the down positions. -/
theorem not_factorized_of_extra_orbital [Nontrivial R] (n : ℕ) :
    ¬ ∃ g h : (Fin (n + 1) → Fin (n + 2)) → R, ∀ r s,
      geminalDet (pairing (fun _ => (1 : R)) (siteOrbital R)) r s = g r * h s := by
  rintro ⟨g, h, hgh⟩
  -- equal up and down configurations give one if no two particles of the same spin share a site
  have hself : ∀ r : Fin (n + 1) → Fin (n + 2), Function.Injective r → g r * h r = 1 := by
    intro r hr
    rw [← hgh r r]
    have hm : (Matrix.of fun i j =>
        pairing (fun _ => (1 : R)) (siteOrbital R) (r i) (r j)) = 1 := by
      ext i j
      rw [Matrix.of_apply, pairing_siteOrbital, Matrix.one_apply]
      simp only [hr.eq_iff]
    unfold geminalDet
    rw [hm, Matrix.det_one]
  -- one configuration omits the last site, the other omits the first
  have h1 := hself Fin.castSucc (Fin.castSucc_injective _)
  have h2 := hself Fin.succ (Fin.succ_injective _)
  have h3 : g Fin.castSucc * h Fin.succ = 0 := by
    rw [← hgh]
    unfold geminalDet
    refine Matrix.det_eq_zero_of_row_eq_zero 0 fun j => ?_
    rw [Matrix.of_apply, pairing_siteOrbital, if_neg]
    intro hj
    have hv := congrArg Fin.val hj
    simp at hv
  have h4 : (1 : R) = 0 := by
    calc (1 : R) = (g Fin.castSucc * h Fin.castSucc) * (g Fin.succ * h Fin.succ) := by
          rw [h1, h2, one_mul]
      _ = (g Fin.castSucc * h Fin.succ) * (g Fin.succ * h Fin.castSucc) := by ring
      _ = 0 := by rw [h3, zero_mul]
  exact one_ne_zero h4

end GeminalSlaterFactorization
```

```lean
#print axioms GeminalSlaterFactorization.geminalDet_pairing
#print axioms GeminalSlaterFactorization.geminalDet_eq_zero_iff
#print axioms GeminalSlaterFactorization.geminalDet_eq_zero_of_lt
#print axioms GeminalSlaterFactorization.not_factorized_of_extra_orbital
```

```
'GeminalSlaterFactorization.geminalDet_pairing' depends on axioms: [propext, Classical.choice, Quot.sound]
'GeminalSlaterFactorization.geminalDet_eq_zero_iff' depends on axioms: [propext, Classical.choice, Quot.sound]
'GeminalSlaterFactorization.geminalDet_eq_zero_of_lt' depends on axioms: [propext, Classical.choice, Quot.sound]
'GeminalSlaterFactorization.not_factorized_of_extra_orbital' depends on axioms: [propext, Classical.choice, Quot.sound]
```
